# For the mean-field Hubbard dimer with one electron of each spin, the real orbital Hessian at angles (π/4, π/4) is positive definite exactly when |U| < 2t

Q: A self-consistent field calculation that stops as soon as the orbital gradient vanishes can stop at a saddle point. Its energy then looks converged, although a small orbital rotation would lower it. I am told that two sites are enough to show this, and that a formal proof locates the threshold. I doubt that the proof is about orbitals at all. It could be about a trigonometric function that somebody wrote down.

A: Then start with what is defined. There are two orthonormal site functions, numbered 0 and 1, one spin-up electron and one spin-down electron. A real normalised orbital is fixed by one angle: the spin-up orbital is $(\cos a, \sin a)$ and the spin-down orbital is $(\cos b, \sin b)$.

```lean
import Mathlib

open Matrix

namespace DimerOrbitalHessian

noncomputable section

/-- The real orbital on two sites with mixing angle `a`. -/
def orbital (a : ℝ) : Fin 2 → ℝ := ![Real.cos a, Real.sin a]
```

The electrons move between the sites with hopping amplitude $t$, which measures how strongly the sites are coupled. Both site energies are set to zero.

```lean
/-- The one-electron Hamiltonian of two sites coupled by the hopping amplitude `t`. -/
def hopping (t : ℝ) : Matrix (Fin 2) (Fin 2) ℝ := !![0, -t; -t, 0]
```

Two electrons on the same site have the interaction energy $U$, a repulsion when $U>0$. This is the Hubbard model on two sites, the Hubbard dimer. Both $t$ and $U$ are arbitrary real parameters, of either sign.

```lean
/-- Energy of the determinant with a spin-up electron in `orbital a` and a spin-down electron
in `orbital b`: two hopping energies, and `U` times the product of the densities on each site. -/
def energy (t U a b : ℝ) : ℝ :=
  orbital a ⬝ᵥ (hopping t *ᵥ orbital a) + orbital b ⬝ᵥ (hopping t *ᵥ orbital b)
    + U * ∑ i, orbital a i ^ 2 * orbital b i ^ 2
```

Q: Where is the exchange term? And why is the repulsion a product of densities?

A: The electrons have opposite spin, so the on-site repulsion has no exchange contribution. In a single determinant the two spins are uncorrelated, and the probability of finding both electrons on site $i$ is the product of their densities there. The file takes this mean-field energy as its definition of `energy`; it does not construct the many-electron Hamiltonian and take an expectation value.

Q: And the Hessian? Is it a matrix typed in by hand?

A: No, it is defined for any function of two angles, by iterated derivatives.

```lean
/-- The matrix of second partial derivatives of a function of two orbital angles. -/
def hessian (f : ℝ → ℝ → ℝ) (a b : ℝ) : Matrix (Fin 2) (Fin 2) ℝ :=
  !![deriv (fun x => deriv (fun x' => f x' b) x) a, deriv (fun x => deriv (fun y => f x y) b) a;
     deriv (fun y => deriv (fun x => f x y) a) b, deriv (fun y => deriv (fun y' => f a y') y) b]
```

Index 0 belongs to $a$ and index 1 to $b$. The upper right entry differentiates first in $b$ and then in $a$, the lower left entry in the other order, so the equality of the mixed derivatives is computed and not assumed. Changing an angle rotates the orbital within the plane of the two sites, so these are second derivatives with respect to orbital rotations.

Q: Show me that the energy becomes the trigonometric function.

A: The hopping energy of the spin-up orbital is
$$(\cos a,\ \sin a)\begin{pmatrix}0&-t\\-t&0\end{pmatrix}\begin{pmatrix}\cos a\\ \sin a\end{pmatrix} = -2t\sin a\cos a = -t\sin 2a,$$
and the spin-down orbital gives $-t\sin 2b$. Adding the repulsion,
$$E(a,b) = -t(\sin 2a+\sin 2b)+U(\cos^2 a\cos^2 b+\sin^2 a\sin^2 b).$$
The theorem `energy_eq` proves this by expanding the matrix products and sums.

```lean
/-- The energy as an explicit function of the two orbital angles. -/
theorem energy_eq (t U a b : ℝ) :
    energy t U a b = -t * (Real.sin (2 * a) + Real.sin (2 * b))
      + U * (Real.cos a ^ 2 * Real.cos b ^ 2 + Real.sin a ^ 2 * Real.sin b ^ 2) := by
  rw [Real.sin_two_mul, Real.sin_two_mul]
  simp [energy, orbital, hopping, Matrix.mulVec, dotProduct, Fin.sum_univ_two]
  ring
```

For differentiation, insert $\cos^2 a=(1+\cos 2a)/2$ and $\sin^2 a=(1-\cos 2a)/2$, and likewise for $b$. The terms linear in the cosines cancel, which leaves
$$E(a,b) = -t(\sin 2a+\sin 2b)+\tfrac{U}{2}(1+\cos 2a\cos 2b).$$

```lean
/-- The energy in terms of doubled angles, where the repulsion couples the two spins through
a product of cosines. -/
theorem energy_double_angle (t U a b : ℝ) :
    energy t U a b = -t * (Real.sin (2 * a) + Real.sin (2 * b))
      + U / 2 * (1 + Real.cos (2 * a) * Real.cos (2 * b)) := by
  rw [energy_eq, Real.sin_sq a, Real.sin_sq b, Real.cos_two_mul a, Real.cos_two_mul b]
  ring
```

Q: Now the gradient. I want to see it at general angles, not only where it is zero.

A: With $b$ fixed, the energy has the form $p\sin 2a+q\cos 2a+r$, whose derivative is $2p\cos 2a-2q\sin 2a$. One lemma records that rule.

```lean
/-- Derivative of a general combination of the sine and cosine of a doubled angle. -/
theorem hasDerivAt_double_angle (p q r x : ℝ) :
    HasDerivAt (fun y => p * Real.sin (2 * y) + q * Real.cos (2 * y) + r)
      (2 * p * Real.cos (2 * x) - 2 * q * Real.sin (2 * x)) x := by
  have h2 : HasDerivAt (fun y : ℝ => 2 * y) 2 x := by
    simpa using (hasDerivAt_id' x).const_mul (2 : ℝ)
  exact (((h2.sin.const_mul p).fun_add (h2.cos.const_mul q)).add_const r).congr_deriv (by ring)
```

Here $p=-t$ and $q=\tfrac{U}{2}\cos 2b$, so
$$\partial_a E=-2t\cos 2a-U\sin 2a\cos 2b,$$
and exchanging the roles of the angles gives
$$\partial_b E=-2t\cos 2b-U\cos 2a\sin 2b.$$
The proof of `energy_gradient` does the same: it rewrites the energy in this form for each angle in turn and applies the lemma.

```lean
/-- The orbital gradient at arbitrary angles: the derivatives of the energy with respect to
the spin-up angle and the spin-down angle. -/
theorem energy_gradient (t U a b : ℝ) :
    HasDerivAt (fun x => energy t U x b)
      (-2 * t * Real.cos (2 * a) - U * Real.sin (2 * a) * Real.cos (2 * b)) a ∧
    HasDerivAt (fun y => energy t U a y)
      (-2 * t * Real.cos (2 * b) - U * Real.cos (2 * a) * Real.sin (2 * b)) b := by
  constructor
  · have h : (fun x => energy t U x b) = fun x => -t * Real.sin (2 * x)
        + U / 2 * Real.cos (2 * b) * Real.cos (2 * x) + (U / 2 - t * Real.sin (2 * b)) := by
      funext x
      rw [energy_double_angle]
      ring
    rw [h]
    exact (hasDerivAt_double_angle _ _ _ a).congr_deriv (by ring)
  · have h : (fun y => energy t U a y) = fun y => -t * Real.sin (2 * y)
        + U / 2 * Real.cos (2 * a) * Real.cos (2 * y) + (U / 2 - t * Real.sin (2 * a)) := by
      funext y
      rw [energy_double_angle]
      ring
    rw [h]
    exact (hasDerivAt_double_angle _ _ _ b).congr_deriv (by ring)
```

At $a=b=\pi/4$ both doubled angles equal $\pi/2$. Every term in the gradient contains a cosine of a doubled angle, so both components vanish.

```lean
/-- Both components of the orbital gradient vanish when both angles are `π / 4`. -/
theorem stationary (t U : ℝ) :
    HasDerivAt (fun x => energy t U x (Real.pi / 4)) 0 (Real.pi / 4) ∧
    HasDerivAt (fun y => energy t U (Real.pi / 4) y) 0 (Real.pi / 4) := by
  have h : 2 * (Real.pi / 4) = Real.pi / 2 := by ring
  have hc : Real.cos (2 * (Real.pi / 4)) = 0 := by rw [h, Real.cos_pi_div_two]
  obtain ⟨h1, h2⟩ := energy_gradient t U (Real.pi / 4) (Real.pi / 4)
  exact ⟨h1.congr_deriv (by rw [hc]; ring), h2.congr_deriv (by rw [hc]; ring)⟩
```

Q: For every $t$ and $U$?

A: Yes, and that is why the gradient cannot reveal the instability. The point $(\pi/4,\pi/4)$ puts both electrons in the orbital $(1,1)/\sqrt2$, which is the bonding orbital when $t>0$. It stays stationary however strong the repulsion becomes.

Q: Then the second derivatives have to decide.

A: Differentiate the gradient once more:
$$\partial_a^2E=4t\sin 2a-2U\cos 2a\cos 2b,$$
$$\partial_b^2E=4t\sin 2b-2U\cos 2a\cos 2b,$$
$$\partial_a\partial_bE=\partial_b\partial_aE=2U\sin 2a\sin 2b.$$
Each gradient component, as a function of either angle, is again a combination of $\sin$ and $\cos$ of the doubled angle plus a constant. The local statement `key` therefore handles all four entries, each with its own coefficients.

```lean
/-- The orbital Hessian of the energy at arbitrary angles. -/
theorem hessian_energy (t U a b : ℝ) :
    hessian (energy t U) a b =
      !![4 * t * Real.sin (2 * a) - 2 * U * Real.cos (2 * a) * Real.cos (2 * b),
         2 * U * Real.sin (2 * a) * Real.sin (2 * b);
         2 * U * Real.sin (2 * a) * Real.sin (2 * b),
         4 * t * Real.sin (2 * b) - 2 * U * Real.cos (2 * a) * Real.cos (2 * b)] := by
  -- a function whose values are a doubled-angle combination has the expected derivative
  have key : ∀ (g : ℝ → ℝ) (p q r x d : ℝ),
      (∀ y, g y = p * Real.sin (2 * y) + q * Real.cos (2 * y) + r) →
      2 * p * Real.cos (2 * x) - 2 * q * Real.sin (2 * x) = d → deriv g x = d := by
    intro g p q r x d hg hd
    rw [funext hg, (hasDerivAt_double_angle p q r x).deriv, hd]
  ext i j
  fin_cases i <;> fin_cases j
  · exact key _ (-U * Real.cos (2 * b)) (-2 * t) 0 a
      (4 * t * Real.sin (2 * a) - 2 * U * Real.cos (2 * a) * Real.cos (2 * b))
      (fun x => (energy_gradient t U x b).1.deriv.trans (by ring)) (by ring)
  · exact key _ 0 (-U * Real.sin (2 * b)) (-2 * t * Real.cos (2 * b)) a
      (2 * U * Real.sin (2 * a) * Real.sin (2 * b))
      (fun x => (energy_gradient t U x b).2.deriv.trans (by ring)) (by ring)
  · exact key _ 0 (-U * Real.sin (2 * a)) (-2 * t * Real.cos (2 * a)) b
      (2 * U * Real.sin (2 * a) * Real.sin (2 * b))
      (fun y => (energy_gradient t U a y).1.deriv.trans (by ring)) (by ring)
  · exact key _ (-U * Real.cos (2 * a)) (-2 * t) 0 b
      (4 * t * Real.sin (2 * b) - 2 * U * Real.cos (2 * a) * Real.cos (2 * b))
      (fun y => (energy_gradient t U a y).2.deriv.trans (by ring)) (by ring)
```

Q: Lean's `deriv` returns zero for a function that has no derivative. Could an entry be such a zero?

A: No. Each value comes from a `HasDerivAt` statement, which says that the derivative exists and equals the given expression.

At the stationary point the sines of the doubled angles are 1 and the cosines are 0, so the Hessian is
$$H=\begin{pmatrix}4t&2U\\2U&4t\end{pmatrix}.$$

```lean
/-- When both angles are `π / 4`, the second derivatives are `4t` for each spin and `2U`
between the spins. -/
theorem hessian_stationary (t U : ℝ) :
    hessian (energy t U) (Real.pi / 4) (Real.pi / 4) = !![4 * t, 2 * U; 2 * U, 4 * t] := by
  have h : 2 * (Real.pi / 4) = Real.pi / 2 := by ring
  rw [hessian_energy]
  simp only [h, Real.sin_pi_div_two, Real.cos_pi_div_two, mul_one, mul_zero, sub_zero]
```

Q: What do its directions mean physically?

A: Let $x=(x_0,x_1)$ be a small change of the two angles. Its curvature is
$$x^{\mathsf T}Hx=4t\,x_0^2+4U\,x_0x_1+4t\,x_1^2=(2t+U)(x_0+x_1)^2+(2t-U)(x_0-x_1)^2.$$
To check the last step, expand the squares: the coefficients of $x_0^2$ and $x_1^2$ are $(2t+U)+(2t-U)=4t$, and that of $x_0x_1$ is $2(2t+U)-2(2t-U)=4U$.

```lean
/-- The curvature at the stationary point `(π / 4, π / 4)` splits into a part from equal
rotations of the two spins and a part from opposite rotations. -/
theorem curvature (t U : ℝ) (x : Fin 2 → ℝ) :
    x ⬝ᵥ (hessian (energy t U) (Real.pi / 4) (Real.pi / 4) *ᵥ x) =
      (2 * t + U) * (x 0 + x 1) ^ 2 + (2 * t - U) * (x 0 - x 1) ^ 2 := by
  rw [hessian_stationary]
  simp [Matrix.mulVec, dotProduct, Fin.sum_univ_two]
  ring
```

An equal rotation, $x_0=x_1$, moves both electrons towards the same site and so shifts charge. An opposite rotation, $x_0=-x_1$, moves spin up towards one site and spin down towards the other. The total density on each site stays at one electron, while a spin polarisation appears.

Q: So strong repulsion should favour the opposite rotation.

A: It does. The file tests the vectors $(1,-1)$ and $(1,1)$, which have length $\sqrt2$, and finds curvatures $4(2t-U)$ and $4(2t+U)$. For the normalised directions $(1,-1)/\sqrt2$ and $(1,1)/\sqrt2$ the values are $4t-2U$ and $4t+2U$, the two eigenvalues of $H$. The first is negative exactly when $U>2t$, the second exactly when $U<-2t$. In Lean, each equivalence is a linear inequality once the test vector has been inserted into the curvature formula.

```lean
/-- At the stationary point `(π / 4, π / 4)`, opposite rotations of the two spins have negative
curvature exactly when `U > 2t`, and equal rotations exactly when `U < -2t`. -/
theorem unstable_directions (t U : ℝ) :
    (![1, -1] ⬝ᵥ (hessian (energy t U) (Real.pi / 4) (Real.pi / 4) *ᵥ ![1, -1]) < 0
      ↔ 2 * t < U) ∧
    (![1, 1] ⬝ᵥ (hessian (energy t U) (Real.pi / 4) (Real.pi / 4) *ᵥ ![1, 1]) < 0
      ↔ U < -(2 * t)) := by
  rw [curvature, curvature]
  constructor
  · change (2 * t + U) * (1 + -1) ^ 2 + (2 * t - U) * (1 - -1) ^ 2 < 0 ↔ _
    constructor <;> intro h <;> linarith
  · change (2 * t + U) * (1 + 1) ^ 2 + (2 * t - U) * (1 - 1) ^ 2 < 0 ↔ _
    constructor <;> intro h <;> linarith
```

For $t>0$ and $U>2t$, a calculation that forces both spins to share one orbital varies only along $a=b$, and at $(\pi/4,\pi/4)$ the curvature in that direction is positive. It sees no problem. The descending direction becomes available once the spins may have different orbitals, but the gradient along it is still zero at this point. The gradient there does not show it, and the Hessian does. This is the question that a stability analysis of a mean-field solution asks, answered here for two sites and real orbitals.

Q: And the full criterion?

A: Suppose first that $H$ is positive definite. Its curvature is then positive along $(1,1)$ and along $(1,-1)$, so $2t+U>0$ and $2t-U>0$. Together these say $-2t<U<2t$, which is $|U|<2t$.

Conversely, suppose $|U|<2t$. Both coefficients in the curvature formula are then positive, so neither term is negative. If $x\neq0$, then $x_0+x_1$ and $x_0-x_1$ cannot both vanish, since together they would force $x_0=x_1=0$. At least one term is positive, and so is the curvature.

```lean
/-- The orbital Hessian at the stationary point `(π / 4, π / 4)` is positive definite exactly
when `|U| < 2t`. -/
theorem hessian_posDef_iff (t U : ℝ) :
    (hessian (energy t U) (Real.pi / 4) (Real.pi / 4)).PosDef ↔ |U| < 2 * t := by
  rw [abs_lt]
  constructor
  · intro h
    -- test the Hessian on equal and on opposite rotations
    have hp := h.dotProduct_mulVec_pos (show (![1, 1] : Fin 2 → ℝ) ≠ 0 from
      fun h0 => one_ne_zero (congrFun h0 0))
    have hm := h.dotProduct_mulVec_pos (show (![1, -1] : Fin 2 → ℝ) ≠ 0 from
      fun h0 => one_ne_zero (congrFun h0 0))
    rw [star_trivial, curvature] at hp hm
    change 0 < (2 * t + U) * (1 + 1) ^ 2 + (2 * t - U) * (1 - 1) ^ 2 at hp
    change 0 < (2 * t + U) * (1 + -1) ^ 2 + (2 * t - U) * (1 - -1) ^ 2 at hm
    constructor <;> linarith
  · rintro ⟨h1, h2⟩
    have hp : 0 < 2 * t + U := by linarith
    have hm : 0 < 2 * t - U := by linarith
    rw [Matrix.posDef_iff_dotProduct_mulVec]
    refine ⟨?_, ?_⟩
    · rw [hessian_stationary]
      exact Matrix.IsHermitian.ext (fun i j => by fin_cases i <;> fin_cases j <;> simp)
    · intro x hx
      rw [star_trivial, curvature]
      -- a nonzero rotation has a nonzero equal or opposite part
      by_cases hs : x 0 + x 1 = 0
      · have hd : x 0 - x 1 ≠ 0 := by
          intro hd
          apply hx
          funext i
          fin_cases i
          · change x 0 = 0
            linarith
          · change x 1 = 0
            linarith
        have hq : 0 < (x 0 - x 1) ^ 2 :=
          lt_of_le_of_ne (sq_nonneg _) (Ne.symm (pow_ne_zero 2 hd))
        exact add_pos_of_nonneg_of_pos (mul_nonneg hp.le (sq_nonneg _)) (mul_pos hm hq)
      · have hq : 0 < (x 0 + x 1) ^ 2 :=
          lt_of_le_of_ne (sq_nonneg _) (Ne.symm (pow_ne_zero 2 hs))
        exact add_pos_of_pos_of_nonneg (mul_pos hp hq) (mul_nonneg hm.le (sq_nonneg _))

end

end DimerOrbitalHessian
```

The Lean proof has these same two halves. Mathlib's `PosDef` also requires the matrix to be Hermitian, which for real entries means symmetric; the second half checks this on the explicit matrix. It then splits into cases according to whether $x_0+x_1$ is zero.

```lean
#print axioms DimerOrbitalHessian.stationary
#print axioms DimerOrbitalHessian.unstable_directions
#print axioms DimerOrbitalHessian.hessian_posDef_iff
```

```
'DimerOrbitalHessian.stationary' depends on axioms: [propext, Classical.choice, Quot.sound]
'DimerOrbitalHessian.unstable_directions' depends on axioms: [propext, Classical.choice, Quot.sound]
'DimerOrbitalHessian.hessian_posDef_iff' depends on axioms: [propext, Classical.choice, Quot.sound]
```

Q: What happens at $|U|=2t$, or for negative $t$?

A: The theorem covers both, and in both the Hessian fails to be positive definite. If $|U|=2t$ with $t>0$, one eigenvalue is zero, and second derivatives alone do not settle whether the point is a minimum. If $t\le0$, the condition $|U|<2t$ has no solution. For $t<0$ that is reasonable, because $(1,1)/\sqrt2$ is then the antibonding orbital.

Q: May I call the determinant stable when $|U|<2t$?

A: Against small real rotations that keep each electron's spin, yes: the ordinary second-derivative test, which you would be adding to the theorem yourself, makes the point a strict local minimum in the two angles. The model has no complex orbitals and no orbitals that mix spin up with spin down, so it is silent about those rotations. It also leaves out correlation beyond a single determinant. Where the energy goes after descending from the saddle is contained in the energy formula, but the theorems here do not work it out.

Q: Then my doubt was misplaced in one respect. The trigonometric function is a consequence of the orbitals.

A: And what remains to question is the model itself: two sites, on-site repulsion only, and a mean-field energy taken as the definition.
